# For an atom with $Z\ge 1$ neighbours that is saturated by the first one, the vacuum expansion truncated at $n$ neighbours has error $\binom{Z-1}{n}$ in units of the binding energy

## The atom, its clusters and the truncation

Let $S$ be the finite set of neighbours of one atom, and let $Z=|S|$. The atom is saturable: its energy is

$$E(S)=\begin{cases}-1 & S\neq\emptyset,\\ 0 & S=\emptyset.\end{cases}$$

The value $-1$ stands for a bonding capacity that the first neighbour uses up completely, with the binding energy as the unit. Further neighbours change nothing, and distances and angles play no part.

The vacuum expansion starts from the isolated atom and assigns to each neighbour set $T$ the cluster term

$$V(T)=\sum_{U\subseteq T}(-1)^{|T\setminus U|}E(U),$$

which is the part of $E(T)$ not already contributed by smaller subsets. Truncation at subset size $n$ gives

$$E_n(S)=\sum_{k=0}^{n}\ \sum_{T\subseteq S,\ |T|=k}V(T),\qquad \varepsilon_n=|E_n(S)-E(S)|.$$

Here $n$ counts neighbours only, so with the central atom included the highest body order is $n+1$.

## What is claimed about the error

For $Z\ge 1$ and every $n\ge 0$:

- The error is $\varepsilon_n=\binom{Z-1}{n}$.
- The step from $n$ to $n+1$ makes the error strictly larger exactly when $2n+2<Z$, and strictly smaller exactly when $Z<2n+2$ and $n<Z$.
- If $2n<Z-1$, the step never reduces the error.
- The error is below $1$, the whole binding energy, exactly when $n\ge Z$.

With $Z=12$ the errors for $n=0,1,2,\dots$ are $1, 11, 55, 165, 330, 462, 462, 330,\dots$, returning to $1$ at $n=11$ and reaching $0$ at $n=12$.

For body-ordered interatomic potentials, this geometry-free model with a single saturating energy shows that adding vacuum cluster terms order by order need not improve the energy. The coefficients here are fixed by inclusion–exclusion; the result says nothing about expansions whose coefficients are fitted.

## Derivation by cancellation and Pascal's rule

**Cluster terms.** Write $E(U)=-1+\delta_{U,\emptyset}$, where $\delta_{U,\emptyset}$ is $1$ for $U=\emptyset$ and $0$ otherwise. For nonempty $T$,

$$V(T)=(-1)^{|T|}-\sum_{U\subseteq T}(-1)^{|T|-|U|}=(-1)^{|T|}-(1-1)^{|T|}=(-1)^{|T|}.$$

Every nonempty cluster therefore contributes with magnitude one, however large it is. For the empty cluster, $V(\emptyset)=E(\emptyset)=0$.

**Truncated energy.** We show by induction that

$$E_n(S)=-1+(-1)^n\binom{Z-1}{n}.$$

At $n=0$ both sides are $0$. The next order adds $\binom{Z}{n+1}$ equal terms, and Pascal's rule splits their sum:

$$(-1)^{n+1}\binom{Z}{n+1}=(-1)^{n+1}\binom{Z-1}{n}+(-1)^{n+1}\binom{Z-1}{n+1}.$$

The first part cancels the old deviation from $-1$, and the second is the new one. Subtracting $E(S)=-1$ and taking the absolute value gives $\varepsilon_n=\binom{Z-1}{n}$.

**Growth and decay.** For $n<Z$,

$$(n+1)\binom{Z-1}{n+1}=(Z-1-n)\binom{Z-1}{n},\qquad \binom{Z-1}{n}>0.$$

The error thus grows when $Z-1-n>n+1$, that is $Z>2n+2$; it is unchanged at $Z=2n+2$ and falls when $Z<2n+2$. For $n\ge Z$ both errors are zero. The condition $2n<Z-1$ means $Z\ge 2n+2$, which leaves only growth or equality.

**Threshold.** The binomial coefficient is a natural number, so it is below $1$ only if it vanishes, which happens exactly when $n>Z-1$.

## How the Lean statements express the model

Neighbours are elements of an arbitrary type `α`, and a neighbour set is a `Finset α`, so $Z$ is `S.card`. The functions $E$, $V$, $E_n$ and $\varepsilon_n$ are `saturableEnergy`, `clusterTerm`, `truncatedEnergy` and `truncationError`. The cluster term and the truncated expansion are defined for any real-valued energy of neighbour sets, and no definition contains the binomial answer.

The hypothesis `S.Nonempty` is $Z\ge 1$. Without it the error formula fails at $n=0$: an isolated atom has error $0$, while Lean's natural subtraction turns `S.card - 1` into $0$, and $\binom{0}{0}=1$. In `error_le_succ` the condition `2 * n < S.card - 1` already forces a neighbour to exist.

```lean
import Mathlib

open Finset

namespace SaturableAtomExpansion

noncomputable section

variable {α : Type*} [DecidableEq α]

/-- Energy of a saturable atom with neighbour set `S`: `-1` with at least one neighbour,
`0` with none. -/
def saturableEnergy (S : Finset α) : ℝ := if S.Nonempty then -1 else 0

/-- The cluster term of a neighbour set `T` in the vacuum expansion of an energy `E`:
the inclusion-exclusion sum over all subsets of `T`. -/
def clusterTerm (E : Finset α → ℝ) (T : Finset α) : ℝ :=
  ∑ U ∈ T.powerset, (-1) ^ (T \ U).card * E U

/-- The vacuum expansion of `E` at the neighbour set `S`, including the cluster terms of all
neighbour subsets up to size `n`. -/
def truncatedEnergy (E : Finset α → ℝ) (S : Finset α) (n : ℕ) : ℝ :=
  ∑ k ∈ range (n + 1), ∑ T ∈ powersetCard k S, clusterTerm E T

/-- Absolute error of the truncated vacuum expansion for the saturable atom. -/
def truncationError (S : Finset α) (n : ℕ) : ℝ :=
  |truncatedEnergy saturableEnergy S n - saturableEnergy S|

/-- For the saturable atom, the cluster term of every nonempty neighbour set `T` is
`(-1) ^ |T|`: it has size one at every body order. -/
theorem clusterTerm_saturable {T : Finset α} (hT : T.Nonempty) :
    clusterTerm saturableEnergy T = (-1) ^ T.card := by
  -- the energy is the constant -1, corrected at the empty set
  have split : ∀ U ∈ T.powerset, (-1 : ℝ) ^ (T \ U).card * saturableEnergy U =
      (if U = ∅ then (-1 : ℝ) ^ T.card else 0)
        - 1 ^ U.card * (-1) ^ (T.card - U.card) := by
    intro U hU
    have hc := card_sdiff_add_card_eq_card (mem_powerset.1 hU)
    have hd : (T \ U).card = T.card - U.card := by omega
    rw [hd]
    rcases U.eq_empty_or_nonempty with rfl | h
    · simp [saturableEnergy]
    · simp [saturableEnergy, h, h.ne_empty]
  have hne : T.card ≠ 0 := hT.card_pos.ne'
  -- the constant part cancels by the binomial theorem
  rw [clusterTerm, sum_congr rfl split, sum_sub_distrib, sum_pow_mul_eq_add_pow,
    show (1 : ℝ) + -1 = 0 by norm_num, zero_pow hne]
  simp

/-- With `Z ≥ 1` neighbours, the expansion truncated at subset size `n` gives the energy
`-1 + (-1) ^ n * binom(Z - 1, n)`. -/
theorem truncatedEnergy_saturable {S : Finset α} (hS : S.Nonempty) (n : ℕ) :
    truncatedEnergy saturableEnergy S n = -1 + (-1) ^ n * ((S.card - 1).choose n : ℝ) := by
  induction n with
  | zero => simp [truncatedEnergy, clusterTerm, saturableEnergy]
  | succ n ih =>
    have step : truncatedEnergy saturableEnergy S (n + 1) =
        truncatedEnergy saturableEnergy S n
          + ∑ T ∈ powersetCard (n + 1) S, clusterTerm saturableEnergy T := by
      unfold truncatedEnergy
      exact sum_range_succ _ _
    -- all clusters of one size contribute equally
    have layer : ∑ T ∈ powersetCard (n + 1) S, clusterTerm saturableEnergy T =
        (S.card.choose (n + 1) : ℝ) * (-1) ^ (n + 1) := by
      calc ∑ T ∈ powersetCard (n + 1) S, clusterTerm saturableEnergy T
          = ∑ _T ∈ powersetCard (n + 1) S, (-1 : ℝ) ^ (n + 1) := by
            refine sum_congr rfl fun T hT => ?_
            have hc := (mem_powersetCard.1 hT).2
            rw [clusterTerm_saturable (card_pos.1 (by omega)), hc]
        _ = _ := by rw [sum_const, card_powersetCard, nsmul_eq_mul]
    have hpos := hS.card_pos
    obtain ⟨m, hm⟩ : ∃ m, S.card = m + 1 := ⟨S.card - 1, by omega⟩
    -- Pascal's rule
    rw [step, ih, layer, hm, Nat.add_sub_cancel, Nat.choose_succ_succ' m n]
    push_cast
    ring

/-- For a saturable atom with `Z ≥ 1` neighbours, the vacuum expansion including neighbour
subsets up to size `n` has absolute error `binom(Z - 1, n)`. -/
theorem truncationError_eq_choose {S : Finset α} (hS : S.Nonempty) (n : ℕ) :
    truncationError S n = ((S.card - 1).choose n : ℝ) := by
  have hE : saturableEnergy S = -1 := if_pos hS
  rw [truncationError, truncatedEnergy_saturable hS, hE, add_sub_cancel_left, abs_mul,
    abs_pow, abs_neg, abs_one, one_pow, one_mul, Nat.abs_cast]

/-- With at least one neighbour, raising the subset size from `n` to `n + 1` makes the error
strictly larger exactly when `2 n + 2 < Z`. -/
theorem error_lt_succ_iff {S : Finset α} (hS : S.Nonempty) (n : ℕ) :
    truncationError S n < truncationError S (n + 1) ↔ 2 * n + 2 < S.card := by
  rw [truncationError_eq_choose hS, truncationError_eq_choose hS, Nat.cast_lt]
  have h := Nat.choose_succ_right_eq (S.card - 1) n
  constructor
  · intro hl
    by_contra hc
    have h1 : S.card - 1 - n ≤ n + 1 := by omega
    have h2 := Nat.mul_le_mul_left ((S.card - 1).choose n) h1
    rw [← h] at h2
    exact absurd (le_of_mul_le_mul_right h2 (Nat.succ_pos n)) (not_le_of_gt hl)
  · intro hZ
    have hpos : 0 < (S.card - 1).choose n := Nat.choose_pos (by omega)
    have h1 : n + 1 < S.card - 1 - n := by omega
    nlinarith

/-- With at least one neighbour, raising the subset size from `n` to `n + 1` makes the error
strictly smaller exactly when `Z < 2 n + 2` and `n < Z`. -/
theorem error_succ_lt_iff {S : Finset α} (hS : S.Nonempty) (n : ℕ) :
    truncationError S (n + 1) < truncationError S n ↔ S.card < 2 * n + 2 ∧ n < S.card := by
  rw [truncationError_eq_choose hS, truncationError_eq_choose hS, Nat.cast_lt]
  have h := Nat.choose_succ_right_eq (S.card - 1) n
  have hZ := hS.card_pos
  constructor
  · intro hl
    constructor
    · by_contra hc
      have h1 : n + 1 ≤ S.card - 1 - n := by omega
      have h2 := Nat.mul_le_mul_left ((S.card - 1).choose n) h1
      rw [← h] at h2
      exact absurd (le_of_mul_le_mul_right h2 (Nat.succ_pos n)) (not_le_of_gt hl)
    · by_contra hc
      have h0 : (S.card - 1).choose n = 0 := Nat.choose_eq_zero_of_lt (by omega)
      omega
  · rintro ⟨h1, h2⟩
    have hpos : 0 < (S.card - 1).choose n := Nat.choose_pos (by omega)
    have h3 : S.card - 1 - n < n + 1 := by omega
    nlinarith

/-- While `2 n < Z - 1`, including the next body order worsens or preserves the error of the
saturable atom. -/
theorem error_le_succ {S : Finset α} {n : ℕ} (h : 2 * n < S.card - 1) :
    truncationError S n ≤ truncationError S (n + 1) := by
  have hS : S.Nonempty := card_pos.1 (by omega)
  by_contra hc
  have h1 := ((error_succ_lt_iff hS n).1 (not_le.1 hc)).1
  omega

/-- With at least one neighbour, the error falls below `1`, the magnitude of the exact energy,
only when subsets of all sizes up to `Z` are included, and then it does. -/
theorem error_lt_one_iff {S : Finset α} (hS : S.Nonempty) (n : ℕ) :
    truncationError S n < 1 ↔ S.card ≤ n := by
  rw [truncationError_eq_choose hS]
  have hZ := hS.card_pos
  constructor
  · intro h
    have h1 : (S.card - 1).choose n < 1 := by exact_mod_cast h
    by_contra hc
    have h2 : 0 < (S.card - 1).choose n := Nat.choose_pos (by omega)
    omega
  · intro h
    have h0 : (S.card - 1).choose n = 0 := Nat.choose_eq_zero_of_lt (by omega)
    rw [h0]
    norm_num

end

end SaturableAtomExpansion
```

```lean
#print axioms SaturableAtomExpansion.truncationError_eq_choose
#print axioms SaturableAtomExpansion.error_lt_succ_iff
#print axioms SaturableAtomExpansion.error_le_succ
#print axioms SaturableAtomExpansion.error_lt_one_iff
```

```
'SaturableAtomExpansion.truncationError_eq_choose' depends on axioms: [propext, Classical.choice, Quot.sound]
'SaturableAtomExpansion.error_lt_succ_iff' depends on axioms: [propext, Classical.choice, Quot.sound]
'SaturableAtomExpansion.error_le_succ' depends on axioms: [propext, Classical.choice, Quot.sound]
'SaturableAtomExpansion.error_lt_one_iff' depends on axioms: [propext, Classical.choice, Quot.sound]
```

## From cluster terms to error comparisons in Lean

`clusterTerm_saturable` carries out the cancellation. Its local statement `split` is the decomposition $E(U)=-1+\delta_{U,\emptyset}$ multiplied by the sign. The lemma `sum_pow_mul_eq_add_pow` is the binomial theorem summed over subsets; it produces $(1-1)^{|T|}$, which `zero_pow` removes because $T$ is nonempty.

`truncatedEnergy_saturable` is the induction on $n$. Here `step` separates the newest order, and `layer` evaluates it as the number of subsets times their common value. Writing $Z=m+1$ allows Pascal's rule to be applied through `Nat.choose_succ_succ'`, and `ring` completes the cancellation. `truncationError_eq_choose` then subtracts the exact energy and removes the sign.

The two comparison theorems, `error_lt_succ_iff` and `error_succ_lt_iff`, first replace the errors by binomial coefficients and then use `Nat.choose_succ_right_eq`, the relation between consecutive coefficients. From an inequality between errors to the comparison of $Z$ with $2n+2$, the argument is by contradiction: the wrong ordering of the factors $Z-1-n$ and $n+1$ would give the wrong ordering of the coefficients. The further condition $n<Z$ in `error_succ_lt_iff` holds because for $n\ge Z$ the coefficient at $n$ is already zero and cannot decrease. In the other direction, `Nat.choose_pos` supplies positivity and `nlinarith` combines it with the relation.

`error_le_succ` follows by contradiction, since a strict decrease would require $Z<2n+2$. `error_lt_one_iff` uses positivity of the coefficient for $n<Z$ and its vanishing for $n\ge Z$.
